# Energy error of a divided-difference orbital built from a finite Green matrix

## Question

In the Nth-order muffin-tin orbital (NMTO) construction the radial Schrödinger equation is solved at fixed energies $e_0,\dots,e_N$, and an energy-independent orbital is formed from the Nth divided difference of the Green function over that mesh. The energy error for a level $E_1$ is then expected to scale as $\prod_k (E_1-e_k)^2$. In a matrix model, let $H$ be Hermitian with eigenvalues $E_i$, let $G(e)=(e-H)^{-1}$, and let the nodes be distinct, real and off the spectrum. I would like to see that
$$G[e_0..e_N]=\sum_k \frac{G(e_k)}{\prod_{m\ne k}(e_k-e_m)}=(-1)^N\prod_k G(e_k),$$
and that for a vector $b$ with eigencomponents $b_i$, $b_1\neq0$, the Rayleigh quotient $R$ of $\chi=G[e_0..e_N]\,b$ obeys
$$|R(\chi)-E_1|\le \prod_k(E_1-e_k)^2\sum_i\frac{|E_i-E_1|\,|b_i|^2}{|b_1|^2\prod_k(E_i-e_k)^2}.$$
Can this be stated and proved in Lean 4 with Mathlib?

## Answer

### Modelling choices

$H$ is a complex square matrix over a finite index type `n`. The nodes are `e : Fin (N + 1) → ℝ`, with distinctness expressed as `Function.Injective e`; $N=0$ is allowed and gives $\chi=G(e_0)b$. `green`, `dividedDiff`, `nmto` and `rayleigh` are $G(e)$, the divided difference, $\chi$ and $R(x)=\mathrm{Re}\langle x|H|x\rangle/\mathrm{Re}\langle x|x\rangle$. `IsEigenDecomp H U E` says $U^\dagger U=1$ and $HU=U\,\mathrm{diag}(E)$ with real $E_i$, and the components are $b_i=(U^\dagger b)_i$. The subscript 1 stands for an arbitrary index `i₁`, so $E_1$ is any level, not necessarily the lowest. Neither $b$ nor $\chi$ is normalised; $R(\chi)$ and the bound `errorBound` do not change when $b$ is multiplied by a nonzero number.

The bound quantifies the energy error of such an orbital in electronic-structure work only within this model: finite dimension, a fixed one-electron $H$, and one energy-independent source vector $b$. Kinked partial waves, muffin-tin spheres and the diagonalisation of $H$ in a basis of several orbitals, all part of the NMTO method, are not modelled.

### Derivation by hand

1. Scalar identity. The Lagrange polynomials $\ell_k(x)=\prod_{m\ne k}(x-e_m)/(e_k-e_m)$ sum to a polynomial of degree at most $N$ that equals 1 at $N+1$ points, so $\sum_k\ell_k(x)=1$. For $x$ different from every node, multiply by $(-1)^N\prod_j(e_j-x)^{-1}$. In term $k$ each of the $N$ factors $(x-e_m)/(e_m-x)$ is $-1$, which cancels $(-1)^N$, so
$$\sum_k\frac{(e_k-x)^{-1}}{\prod_{m\ne k}(e_k-e_m)}=(-1)^N\prod_k(e_k-x)^{-1}.$$
2. Spectral form. For real values $f_i$ write $S(f)=U\,\mathrm{diag}(f)U^\dagger$. From $U^\dagger U=1$ follows $S(f)S(g)=S(fg)$. As $U$ is square, $UU^\dagger=1$ also holds, which gives $S(1)=1$ and, from $HU=U\,\mathrm{diag}(E)$, $H=S(E)$. Since $e-H=S(e-E_i)$ and $S(1)=1$, we get $G(e)=S(1/(e-E_i))$ whenever $e\ne E_i$ for all $i$.
3. Matrix identity. $S$ is linear in $f$, so step 1 with $x=E_i$ gives $G[e_0..e_N]=S(d)$ with $d_i=(-1)^N\prod_k(e_k-E_i)^{-1}$. By the product rule $(-1)^N\prod_kG(e_k)$ is the same $S(d)$.
4. Moments. For any vector $x$, $\langle x|S(f)|x\rangle=\sum_if_i|(U^\dagger x)_i|^2$. Here $(U^\dagger\chi)_i=d_ib_i$, with squared modulus $w_i=|b_i|^2/\prod_k(E_i-e_k)^2$. With $1=S(1)$ and $H=S(E)$ this gives $\langle\chi|\chi\rangle=\sum_iw_i$ and $\langle\chi|H|\chi\rangle=\sum_iE_iw_i$; the normalised $\chi$ has probability $w_i/\sum_jw_j$ on eigenvector $i$.
5. Bound. All $w_i\ge0$ and $w_1>0$, so $\sum_iw_i\ge w_1>0$ and $\chi\ne0$. Then
$$|R(\chi)-E_1|=\frac{|\sum_i(E_i-E_1)w_i|}{\sum_iw_i}\le\frac{\sum_i|E_i-E_1|\,w_i}{w_1},$$
and inserting $w_i$ and $w_1$ gives the stated bound.

### The file

```lean
import Mathlib

open Matrix Finset

namespace NMTOError

noncomputable section

variable {n : Type*} [Fintype n] [DecidableEq n] {N : ℕ}

/-- The Green matrix `G(e) = (e - H)⁻¹` at a real energy `e`. -/
def green (H : Matrix n n ℂ) (e : ℝ) : Matrix n n ℂ := ((e : ℂ) • (1 : Matrix n n ℂ) - H)⁻¹

/-- The divided difference `∑ₖ f(eₖ) / ∏_{m ≠ k} (eₖ - eₘ)` on the energy mesh `e₀, …, e_N`. -/
def dividedDiff {M : Type*} [AddCommGroup M] [Module ℝ M] (e : Fin (N + 1) → ℝ) (f : ℝ → M) : M :=
  ∑ k, (∏ m ∈ univ.erase k, (e k - e m))⁻¹ • f (e k)

/-- The Nth-order orbital: the divided difference of the Green matrix applied to `b`. -/
def nmto (H : Matrix n n ℂ) (e : Fin (N + 1) → ℝ) (b : n → ℂ) : n → ℂ :=
  dividedDiff e (green H) *ᵥ b

/-- The Rayleigh quotient `Re ⟨x|H|x⟩ / Re ⟨x|x⟩`. -/
def rayleigh (H : Matrix n n ℂ) (x : n → ℂ) : ℝ := (star x ⬝ᵥ H *ᵥ x).re / (star x ⬝ᵥ x).re

/-- The columns of `U` are orthonormal eigenvectors of `H` with real eigenvalues `E`. -/
structure IsEigenDecomp (H U : Matrix n n ℂ) (E : n → ℝ) : Prop where
  unitary : Uᴴ * U = 1
  eigen : H * U = U * diagonal fun i => (E i : ℂ)

/-- The matrix `U diag(f) Uᴴ` built from real values `fᵢ`. -/
def specFun (U : Matrix n n ℂ) (f : n → ℝ) : Matrix n n ℂ :=
  U * diagonal (fun i => (f i : ℂ)) * Uᴴ

/-- The weight `|bᵢ|² / ∏ₖ (Eᵢ - eₖ)²`, with components `bᵢ = (Uᴴ b)ᵢ`. -/
def weight (U : Matrix n n ℂ) (E : n → ℝ) (e : Fin (N + 1) → ℝ) (b : n → ℂ) (i : n) : ℝ :=
  ‖(Uᴴ *ᵥ b) i‖ ^ 2 / ∏ k, (E i - e k) ^ 2

/-- The quantity `∏ₖ (E₁ - eₖ)² ∑ᵢ |Eᵢ - E₁| |bᵢ|² / (|b₁|² ∏ₖ (Eᵢ - eₖ)²)` for the level `i₁`,
with components `bᵢ = (Uᴴ b)ᵢ`. -/
def errorBound (U : Matrix n n ℂ) (E : n → ℝ) (e : Fin (N + 1) → ℝ) (b : n → ℂ) (i₁ : n) : ℝ :=
  (∏ k, (E i₁ - e k) ^ 2) * ∑ i, |E i - E i₁| * ‖(Uᴴ *ᵥ b) i‖ ^ 2 /
    (‖(Uᴴ *ᵥ b) i₁‖ ^ 2 * ∏ k, (E i - e k) ^ 2)

/-- On distinct nodes different from `x`, the divided difference of `1/(t - x)` is
`(-1)^N ∏ₖ 1/(eₖ - x)`. -/
theorem dividedDiff_inv_sub (e : Fin (N + 1) → ℝ) (he : Function.Injective e) (x : ℝ)
    (hx : ∀ k, e k ≠ x) :
    dividedDiff e (fun t => (t - x)⁻¹) = (-1) ^ N * ∏ k, (e k - x)⁻¹ := by
  -- the Lagrange basis polynomials sum to one at `x`
  have h := congrArg (Polynomial.evalRingHom x)
    (Lagrange.sum_basis (s := univ) (v := e) he.injOn univ_nonempty)
  simp only [Lagrange.basis, Lagrange.basisDivisor, map_sum, map_prod, map_mul, map_sub,
    map_one] at h
  simp only [Polynomial.coe_evalRingHom, Polynomial.eval_C, Polynomial.eval_X] at h
  have h0 : ∀ m, (e m - x)⁻¹ * (x - e m) = -1 := fun m => by
    rw [← neg_sub (e m) x, mul_neg, inv_mul_cancel₀ (sub_ne_zero.mpr (hx m))]
  have h3 : ((-1 : ℝ) ^ N) * (-1) ^ N = 1 := by rw [← mul_pow]; simp
  have hr : ∀ s a A W B : ℝ, s * (a * A) * (W * B) = W * a * (s * (A * B)) := by intros; ring
  calc _ = ∑ k, ((-1) ^ N * ∏ j, (e j - x)⁻¹) *
        ∏ m ∈ univ.erase k, ((e k - e m)⁻¹ * (x - e m)) := by
        simp only [dividedDiff]
        refine Finset.sum_congr rfl fun k _ => ?_
        have h1 : ∏ j, (e j - x)⁻¹ = (e k - x)⁻¹ * ∏ m ∈ univ.erase k, (e m - x)⁻¹ :=
          (Finset.mul_prod_erase univ (fun j => (e j - x)⁻¹) (mem_univ k)).symm
        have h2 : (∏ m ∈ univ.erase k, (e m - x)⁻¹) * ∏ m ∈ univ.erase k, (x - e m)
            = (-1) ^ N := by
          rw [← Finset.prod_mul_distrib]
          simp only [h0]
          simp
        rw [h1, Finset.prod_mul_distrib, ← Finset.prod_inv_distrib, smul_eq_mul, hr, h2, h3,
          mul_one]
    _ = _ := by rw [← Finset.mul_sum, h, mul_one]

/-- For unitary `U`, the matrices `U diag(f) Uᴴ` multiply value by value. -/
theorem specFun_mul {U : Matrix n n ℂ} (hU : Uᴴ * U = 1) (f g : n → ℝ) :
    specFun U f * specFun U g = specFun U fun i => f i * g i := by
  have h : ∀ D D' : Matrix n n ℂ, U * D * Uᴴ * (U * D' * Uᴴ) = U * (D * D') * Uᴴ :=
    fun D D' => by
      calc _ = U * (D * (Uᴴ * U) * D') * Uᴴ := by simp only [Matrix.mul_assoc]
        _ = _ := by rw [hU, Matrix.mul_one]
  simp only [specFun, h, diagonal_mul_diagonal, Complex.ofReal_mul]

/-- Away from the eigenvalues, `G(e) = U diag(1/(e - Eᵢ)) Uᴴ`. -/
theorem green_eq {H U : Matrix n n ℂ} {E : n → ℝ} (h : IsEigenDecomp H U E) {e : ℝ}
    (he : ∀ i, e ≠ E i) : green H e = specFun U fun i => (e - E i)⁻¹ := by
  have hU' : U * Uᴴ = 1 := mul_eq_one_comm.mp h.unitary
  have hd : diagonal (fun i => ((e - E i : ℝ) : ℂ))
      = (e : ℂ) • (1 : Matrix n n ℂ) - diagonal fun i => (E i : ℂ) := by
    ext i j
    by_cases hij : i = j <;> simp [hij]
  have hs : (e : ℂ) • (1 : Matrix n n ℂ) - H = specFun U fun i => e - E i := by
    simp only [specFun]
    rw [hd, Matrix.mul_sub, Matrix.sub_mul, Matrix.mul_smul, Matrix.mul_one, Matrix.smul_mul,
      hU', ← h.eigen, Matrix.mul_assoc, hU', Matrix.mul_one]
  have h1 : (fun i => (e - E i) * (e - E i)⁻¹) = fun _ => (1 : ℝ) :=
    funext fun i => mul_inv_cancel₀ (sub_ne_zero.mpr (he i))
  rw [green, hs]
  apply Matrix.inv_eq_right_inv
  rw [specFun_mul h.unitary, h1]
  simp [specFun, hU']

/-- On distinct nodes off the eigenvalues, the divided difference of the Green matrix equals
`(-1)^N ∏ₖ G(eₖ)`, and it equals `U diag((-1)^N ∏ₖ 1/(eₖ - Eᵢ)) Uᴴ`. -/
theorem dividedDiff_green {H U : Matrix n n ℂ} {E : n → ℝ} (h : IsEigenDecomp H U E)
    {e : Fin (N + 1) → ℝ} (he : Function.Injective e) (hoff : ∀ k i, e k ≠ E i) :
    dividedDiff e (green H) = (-1 : ℝ) ^ N • (List.ofFn fun k => green H (e k)).prod ∧
    dividedDiff e (green H) = specFun U fun i => (-1) ^ N * ∏ k, (e k - E i)⁻¹ := by
  have hU' : U * Uᴴ = 1 := mul_eq_one_comm.mp h.unitary
  have hg : ∀ k, green H (e k) = specFun U fun i => (e k - E i)⁻¹ := fun k => green_eq h (hoff k)
  have hd : ∀ (w : Fin (N + 1) → ℝ) (g : Fin (N + 1) → n → ℝ),
      ∑ k, w k • specFun U (g k) = specFun U fun i => ∑ k, w k • g k i := by
    intro w g
    have : diagonal (fun i => ((∑ k, w k • g k i : ℝ) : ℂ))
        = ∑ k, w k • diagonal (fun i => (g k i : ℂ)) := by
      ext i j
      by_cases hij : i = j <;> simp [hij, Matrix.sum_apply]
    simp only [specFun, this, Matrix.mul_sum, Matrix.sum_mul, Matrix.mul_smul, Matrix.smul_mul]
  have hsm : ∀ (c : ℝ) (f : n → ℝ), c • specFun U f = specFun U fun i => c * f i := by
    intro c f
    have : diagonal (fun i => ((c * f i : ℝ) : ℂ)) = c • diagonal (fun i => (f i : ℂ)) := by
      ext i j
      by_cases hij : i = j <;> simp [hij]
    simp only [specFun, this, Matrix.mul_smul, Matrix.smul_mul]
  -- the divided difference acts eigenvalue by eigenvalue
  have hlin : dividedDiff e (green H) = specFun U fun i => dividedDiff e fun t => (t - E i)⁻¹ := by
    simp only [dividedDiff, hg]
    exact hd (fun k => (∏ m ∈ univ.erase k, (e k - e m))⁻¹) (fun k i => (e k - E i)⁻¹)
  have hspec : dividedDiff e (green H) = specFun U fun i => (-1) ^ N * ∏ k, (e k - E i)⁻¹ := by
    rw [hlin]
    congr 1
    funext i
    exact dividedDiff_inv_sub e he _ fun k => hoff k i
  have hl : ∀ l : List (Fin (N + 1)), (l.map fun k => green H (e k)).prod
      = specFun U fun i => (l.map fun k => (e k - E i)⁻¹).prod := by
    intro l
    induction l with
    | nil => simp [specFun, hU']
    | cons a l ih =>
      simp only [List.map_cons, List.prod_cons]
      rw [ih, hg, specFun_mul h.unitary]
  refine ⟨?_, hspec⟩
  rw [hspec, List.ofFn_eq_map, hl, hsm]
  simp only [← List.ofFn_eq_map, List.prod_ofFn]

/-- The expectation value of `U diag(f) Uᴴ` in `x` is `∑ᵢ fᵢ |(Uᴴ x)ᵢ|²`. -/
theorem expect_specFun (U : Matrix n n ℂ) (f : n → ℝ) (x : n → ℂ) :
    star x ⬝ᵥ specFun U f *ᵥ x = ((∑ i, f i * ‖(Uᴴ *ᵥ x) i‖ ^ 2 : ℝ) : ℂ) := by
  have hx : star x ᵥ* U = star (Uᴴ *ᵥ x) := by
    rw [Matrix.star_mulVec, conjTranspose_conjTranspose]
  rw [specFun, ← Matrix.mulVec_mulVec, ← Matrix.mulVec_mulVec, Matrix.dotProduct_mulVec, hx]
  generalize Uᴴ *ᵥ x = c
  simp only [dotProduct, Matrix.mulVec_diagonal, Pi.star_apply]
  push_cast
  refine Finset.sum_congr rfl fun i _ => ?_
  have hc : star (c i) * c i = (‖c i‖ : ℂ) ^ 2 := Complex.conj_mul' _
  linear_combination (f i : ℂ) * hc

/-- For an eigen-decomposition of `H` and distinct nodes off the eigenvalues, the orbital has squared norm `∑ᵢ wᵢ` and energy expectation `∑ᵢ Eᵢ wᵢ`, with
`wᵢ = |bᵢ|² / ∏ₖ (Eᵢ - eₖ)²`. -/
theorem nmto_moments {H U : Matrix n n ℂ} {E : n → ℝ} (h : IsEigenDecomp H U E)
    {e : Fin (N + 1) → ℝ} (he : Function.Injective e) (hoff : ∀ k i, e k ≠ E i) (b : n → ℂ) :
    (star (nmto H e b) ⬝ᵥ nmto H e b).re = ∑ i, weight U E e b i ∧
    (star (nmto H e b) ⬝ᵥ H *ᵥ nmto H e b).re = ∑ i, E i * weight U E e b i := by
  have hU' : U * Uᴴ = 1 := mul_eq_one_comm.mp h.unitary
  have hH : specFun U E = H := by
    rw [specFun, ← h.eigen, Matrix.mul_assoc, hU', Matrix.mul_one]
  have hone : specFun U (fun _ => 1) = 1 := by simp [specFun, hU']
  have hc : ∀ i, ‖(Uᴴ *ᵥ nmto H e b) i‖ ^ 2 = weight U E e b i := by
    intro i
    have h1 : ((-1) ^ N * ∏ k, (e k - E i)⁻¹) ^ 2 = (∏ k, (E i - e k) ^ 2)⁻¹ := by
      rw [mul_pow, ← pow_mul, mul_comm N 2, pow_mul, neg_one_sq, one_pow, one_mul,
        ← Finset.prod_pow, ← Finset.prod_inv_distrib]
      refine Finset.prod_congr rfl fun k _ => ?_
      rw [inv_pow]
      congr 1
      ring
    rw [nmto, (dividedDiff_green h he hoff).2, specFun, Matrix.mulVec_mulVec, ← Matrix.mul_assoc,
      ← Matrix.mul_assoc, h.unitary, Matrix.one_mul, ← Matrix.mulVec_mulVec,
      Matrix.mulVec_diagonal, norm_mul, mul_pow, Complex.norm_real, Real.norm_eq_abs, sq_abs,
      weight, h1, div_eq_inv_mul]
  have h1 := expect_specFun U (fun _ => 1) (nmto H e b)
  have h2 := expect_specFun U E (nmto H e b)
  rw [hone, Matrix.one_mulVec] at h1
  rw [hH] at h2
  rw [h1, h2, Complex.ofReal_re, Complex.ofReal_re]
  simp only [hc, one_mul, and_self]

/-- For an eigen-decomposition of `H` and distinct nodes off the eigenvalues, if the component `b₁` is nonzero, the orbital is nonzero and its Rayleigh quotient lies
within `errorBound` of `E₁`. -/
theorem rayleigh_error {H U : Matrix n n ℂ} {E : n → ℝ} (h : IsEigenDecomp H U E)
    {e : Fin (N + 1) → ℝ} (he : Function.Injective e) (hoff : ∀ k i, e k ≠ E i) (b : n → ℂ)
    (i₁ : n) (hb : (Uᴴ *ᵥ b) i₁ ≠ 0) :
    nmto H e b ≠ 0 ∧ |rayleigh H (nmto H e b) - E i₁| ≤ errorBound U E e b i₁ := by
  obtain ⟨hn, hE⟩ := nmto_moments h he hoff b
  have hP : ∀ i, 0 < ∏ k, (E i - e k) ^ 2 := fun i => Finset.prod_pos fun k _ =>
    lt_of_le_of_ne (sq_nonneg _) (pow_ne_zero 2 (sub_ne_zero.mpr (hoff k i).symm)).symm
  have hb2 : 0 < ‖(Uᴴ *ᵥ b) i₁‖ ^ 2 := pow_pos (norm_pos_iff.mpr hb) 2
  have hw0 : ∀ i, 0 ≤ weight U E e b i := fun i => div_nonneg (sq_nonneg _) (hP i).le
  have hw1 : 0 < weight U E e b i₁ := div_pos hb2 (hP i₁)
  have hS : weight U E e b i₁ ≤ ∑ i, weight U E e b i :=
    Finset.single_le_sum (fun i _ => hw0 i) (mem_univ _)
  have hpos : 0 < ∑ i, weight U E e b i := lt_of_lt_of_le hw1 hS
  refine ⟨fun h0 => hpos.ne' (by rw [← hn, h0]; simp), ?_⟩
  -- the error is a weighted mean of the level spacings
  have hd : (∑ i, E i * weight U E e b i) / (∑ i, weight U E e b i) - E i₁
      = (∑ i, (E i - E i₁) * weight U E e b i) / ∑ i, weight U E e b i := by
    rw [eq_div_iff hpos.ne', sub_mul, div_mul_cancel₀ _ hpos.ne', Finset.mul_sum,
      ← Finset.sum_sub_distrib]
    simp only [sub_mul]
  have hr : ∀ a c c₁ P P₁ : ℝ, c₁ ≠ 0 → P ≠ 0 → P₁ ≠ 0 →
      a * (c / P) / (c₁ / P₁) = P₁ * (a * c / (c₁ * P)) := by
    intros
    field_simp
  rw [rayleigh, hn, hE, hd, abs_div, abs_of_pos hpos]
  calc _ ≤ (∑ i, |E i - E i₁| * weight U E e b i) / weight U E e b i₁ :=
        div_le_div₀ (Finset.sum_nonneg fun i _ => mul_nonneg (abs_nonneg _) (hw0 i))
          ((Finset.abs_sum_le_sum_abs _ _).trans (le_of_eq (Finset.sum_congr rfl fun i _ => by
            rw [abs_mul, abs_of_nonneg (hw0 i)]))) hw1 hS
    _ = _ := by
        rw [errorBound, Finset.sum_div, Finset.mul_sum]
        exact Finset.sum_congr rfl fun i _ => hr _ _ _ _ _ hb2.ne' (hP i).ne' (hP i₁).ne'

/-- The eigenvector matrix and eigenvalues of a Hermitian matrix form an eigen-decomposition. -/
theorem isEigenDecomp_of_isHermitian {H : Matrix n n ℂ} (hH : H.IsHermitian) :
    IsEigenDecomp H (hH.eigenvectorUnitary : Matrix n n ℂ) hH.eigenvalues := by
  refine ⟨Matrix.mem_unitaryGroup_iff'.mp hH.eigenvectorUnitary.2, ?_⟩
  ext i j
  have h := congrFun (hH.mulVec_eigenvectorBasis j) i
  rw [Matrix.mul_diagonal, Matrix.mul_apply]
  simpa [Matrix.mulVec, dotProduct, Matrix.IsHermitian.eigenvectorUnitary_apply, mul_comm] using h

/-- For Hermitian `H` and distinct real nodes off its spectrum, the divided difference of the
Green matrix is `(-1)^N ∏ₖ G(eₖ)`; applied to `b` with `b₁ ≠ 0` it gives a nonzero vector
whose Rayleigh quotient lies within `errorBound` of `E₁`. -/
theorem nmto_error {H : Matrix n n ℂ} (hH : H.IsHermitian) {e : Fin (N + 1) → ℝ}
    (he : Function.Injective e) (hoff : ∀ k, e k ∉ spectrum ℝ H) :
    dividedDiff e (green H) = (-1 : ℝ) ^ N • (List.ofFn fun k => green H (e k)).prod ∧
    ∀ (b : n → ℂ) (i₁ : n), ((hH.eigenvectorUnitary : Matrix n n ℂ)ᴴ *ᵥ b) i₁ ≠ 0 →
      nmto H e b ≠ 0 ∧ |rayleigh H (nmto H e b) - hH.eigenvalues i₁| ≤
        errorBound (hH.eigenvectorUnitary : Matrix n n ℂ) hH.eigenvalues e b i₁ := by
  have h := isEigenDecomp_of_isHermitian hH
  have hoff' : ∀ k i, e k ≠ hH.eigenvalues i := fun k i hk =>
    hoff k (by rw [hk]; exact hH.eigenvalues_mem_spectrum_real i)
  exact ⟨(dividedDiff_green h he hoff').1, rayleigh_error h he hoff'⟩

/-- A rotation matrix diagonalises a two-level Hamiltonian with eigenvalues `0` and `25`. -/
theorem isEigenDecomp_witness :
    IsEigenDecomp !![16, -12; -12, 9] !![3 / 5, -4 / 5; 4 / 5, 3 / 5] ![0, 25] := by
  constructor <;> ext i j <;> fin_cases i <;> fin_cases j <;>
    simp [Matrix.mul_apply, Fin.sum_univ_succ, Matrix.diagonal_apply, map_ofNat] <;>
    norm_num [Complex.ext_iff]

end

end NMTOError
```

```lean
#print axioms NMTOError.dividedDiff_green
#print axioms NMTOError.nmto_error
```

```
'NMTOError.dividedDiff_green' depends on axioms: [propext, Classical.choice, Quot.sound]
'NMTOError.nmto_error' depends on axioms: [propext, Classical.choice, Quot.sound]
```

### Remarks

The statement. `nmto_error` assumes `H.IsHermitian`, injective nodes and `e k ∉ spectrum ℝ H` for every `k`. It concludes the matrix identity, with the product taken in the order $k=0,\dots,N$ as `(List.ofFn fun k => green H (e k)).prod`. It also concludes, for every `b` and every `i₁` with $b_1\neq0$, that `nmto H e b ≠ 0` and that the bound holds. There $U$ and $E$ are Mathlib's `eigenvectorUnitary` and `eigenvalues`. Within a degenerate level the components $b_i$ depend on the chosen eigenbasis, and `rayleigh_error` gives the same conclusion for any $U$, $E$ satisfying `IsEigenDecomp`. Lean sets a singular matrix's inverse and $0/0$ to zero; the spectral hypothesis keeps `green` away from the first case and $\chi\ne0$ keeps `rayleigh` away from the second.

The proof. `dividedDiff_inv_sub` is step 1: `Lagrange.sum_basis` is evaluated at `x`, `h0` is the single factor $-1$, `h2` the product of $N$ such factors, and `h3` the cancellation of signs. `specFun` is $S$; `specFun_mul` and `green_eq` are step 2, where `hs` is $e-H=S(e-E_i)$ and `Matrix.inv_eq_right_inv` identifies the inverse. In `dividedDiff_green`, `hd` and `hsm` are linearity of $S$, `hspec` applies step 1 to each eigenvalue, and `hl` builds the product by induction on the list of node indices. `expect_specFun` and `nmto_moments` are step 4, with `hc` identifying $|(U^\dagger\chi)_i|^2$ with `weight`. In `rayleigh_error`, `hS` is $w_1\le\sum_iw_i$, `hd` writes the error as a weighted mean of the differences $E_i-E_1$, `Finset.abs_sum_le_sum_abs` is the triangle inequality, and `hr` rearranges each term into that of `errorBound`. `isEigenDecomp_of_isHermitian` supplies the decomposition for Hermitian $H$, and `hoff'` turns "off the spectrum" into $e_k\ne E_i$.

The example. `isEigenDecomp_witness` checks that the $2\times2$ matrix with rows $(16,-12)$ and $(-12,9)$ has eigenvectors $(3/5,4/5)$ and $(-4/5,3/5)$ with eigenvalues $0$ and $25$; it fixes no nodes and no $b$.

Scaling. Terms with $E_i=E_1$ contribute zero to the sum. For fixed $H$ and $b$, when all nodes approach $E_1$ their distances to the other levels stay bounded away from zero, so the bound decreases at least as fast as $\delta^{2N+2}$ with $\delta=\max_k|E_1-e_k|$. If instead one node approaches a level $E_i\ne E_1$ with $b_i\ne0$ while the other nodes stay fixed, the bound grows without limit. The file proves neither limit.
